# A small energy error can hide a large potential error in a quadratic finite-basis OEP model

Let $v$ be the change of a local potential from a fixed reference. In the optimized effective potential (OEP) method this potential determines the orbitals, and it is varied to minimize an orbital-dependent total energy, for example one with exact exchange. A finite basis for the potential restricts $v$ to a subspace $S$ of the space $V$ of potentials. How far is the best potential in $S$ from the best one in $V$?

Here $V$ is a real inner product space, of finite dimension in parts (e) to (h). The energy is modelled, up to a constant, by

$$E(v)=\tfrac12\langle v,Av\rangle-\langle b,v\rangle ,$$

with Hessian $A$ and gradient $-b$ at $v=0$. Replacing the true OEP functional by this quadratic, with $A$ and $b$ fixed while $S$ varies, is the step that the hypotheses don't justify.

In Lean 4 with Mathlib:

```lean
import Mathlib

open scoped InnerProductSpace

namespace FiniteBasisOEP

noncomputable section

variable {V : Type*} [NormedAddCommGroup V] [InnerProductSpace ℝ V]
  {A : V →ₗ[ℝ] V} {b s u v w : V} {l : ℝ} {S : Submodule ℝ V}
```

`IsPosDef` says that $A$ is symmetric and that every nonzero change of potential has positive curvature. Constant shifts, which leave the orbitals unchanged, must therefore be removed from $V$.

```lean
/-- The Hessian `A` is symmetric and has positive curvature along every nonzero potential. -/
structure IsPosDef (A : V →ₗ[ℝ] V) : Prop where
  symm : A.IsSymmetric
  pos : ∀ v, v ≠ 0 → 0 < ⟪v, A v⟫_ℝ
```

The energy is `energy A b v`.

```lean
/-- The quadratic model of the OEP energy as a function of the potential `v`. -/
def energy (A : V →ₗ[ℝ] V) (b v : V) : ℝ := ⟪v, A v⟫_ℝ / 2 - ⟪b, v⟫_ℝ
```

The $A$-norm, often called the energy norm, is $\|v\|_A=\sqrt{\langle v,Av\rangle}$. Plain $\|v\|$ is the norm of $V$.

```lean
/-- The length of a potential measured by the Hessian, for positive definite `A`. -/
def aNorm (A : V →ₗ[ℝ] V) (v : V) : ℝ := √⟪v, A v⟫_ℝ
```

A minimizer on $S$ is defined by comparing energies. The full minimizer $u$ is the case $S=V$, written `⊤`.

```lean
/-- The potential `s` lies in `S` and has the lowest energy among all potentials in `S`. -/
def IsMinimizerOn (A : V →ₗ[ℝ] V) (b : V) (S : Submodule ℝ V) (s : V) : Prop :=
  s ∈ S ∧ ∀ v ∈ S, energy A b s ≤ energy A b v
```

The number $l$ is the least eigenvalue of $A$. For symmetric $A$ and finite-dimensional $V$ it is the curvature along the softest normalized change of potential. Assuming that it exists implies $V\neq\{0\}$.

```lean
/-- The number `l` is the smallest eigenvalue of `A`. -/
def IsLowestEigenvalue (A : V →ₗ[ℝ] V) (l : ℝ) : Prop :=
  IsLeast {m : ℝ | ∃ w : V, w ≠ 0 ∧ A w = m • w} l
```

## (a) Curvature along any potential

Show that a positive definite $A$ satisfies, for every $v$ including zero,
$$\langle v,Av\rangle\ge 0 .$$

**Solution.** For $v=0$ the value is $0$; otherwise it is positive by definition.

```lean
/-- A positive definite Hessian has nonnegative curvature along every potential. -/
theorem IsPosDef.nonneg (hA : IsPosDef A) (v : V) : 0 ≤ ⟪v, A v⟫_ℝ := by
  by_cases h : v = 0
  · simp [h]
  · exact (hA.pos v h).le
```

## (b) Shifting the potential

For symmetric $A$, expand the energy about $s$:
$$E(s+w)=E(s)+\langle w,As-b\rangle+\tfrac12\langle w,Aw\rangle .$$

**Solution.** The quadratic part is
$$\tfrac12\langle s,As\rangle+\tfrac12\langle s,Aw\rangle+\tfrac12\langle w,As\rangle+\tfrac12\langle w,Aw\rangle .$$
By symmetry $\langle s,Aw\rangle=\langle w,As\rangle$ (`h1`), so the cross terms add to $\langle w,As\rangle$. Subtracting $\langle b,s\rangle+\langle b,w\rangle$ gives the result; `linear_combination` collects the terms.

```lean
/-- For a symmetric Hessian, the energy change under a shift `w` of the potential is a
gradient term plus a curvature term. -/
theorem energy_add (hA : A.IsSymmetric) (b s w : V) :
    energy A b (s + w) = energy A b s + ⟪w, A s - b⟫_ℝ + ⟪w, A w⟫_ℝ / 2 := by
  have h1 : ⟪s, A w⟫_ℝ = ⟪w, A s⟫_ℝ := (hA s w).symm.trans (real_inner_comm _ _)
  have h2 : ⟪b, w⟫_ℝ = ⟪w, b⟫_ℝ := real_inner_comm _ _
  simp only [energy, map_add, inner_add_left, inner_add_right, inner_sub_right]
  linear_combination h1 / 2 - h2
```

## (c) The projected OEP equation

For positive definite $A$, show that $s$ minimizes $E$ on $S$ exactly when $s\in S$ and
$$\langle w,As-b\rangle=0\quad\text{for all } w\in S .$$

**Solution.** Let $s$ be a minimizer and $w\in S$. Put $g=\langle w,As-b\rangle$, $q=\langle w,Aw\rangle\ge0$ and $k=g/(q+1)$. Since $s-kw\in S$, part (b) gives
$$0\le E(s-kw)-E(s)=-kg+\tfrac12k^2q=-k^2\left(1+\tfrac q2\right).$$
Hence $k=0$ and $g=0$; `nlinarith` supplies $k^2=0$.

Conversely, write $v\in S$ as $s+(v-s)$. The gradient term vanishes and the curvature term is nonnegative, so $E(v)\ge E(s)$.

```lean
/-- Projected OEP equation: for a positive definite Hessian, a potential minimizes the energy
on `S` exactly when it lies in `S` and the energy gradient there is orthogonal to `S`. -/
theorem isMinimizerOn_iff (hA : IsPosDef A) :
    IsMinimizerOn A b S s ↔ s ∈ S ∧ ∀ w ∈ S, ⟪w, A s - b⟫_ℝ = 0 := by
  constructor
  · rintro ⟨hs, hmin⟩
    refine ⟨hs, fun w hw => ?_⟩
    have hq := hA.nonneg w
    -- the step -k w from the minimizer s cannot lower the energy
    obtain ⟨k, hk⟩ : ∃ k : ℝ, ⟪w, A s - b⟫_ℝ = k * (⟪w, A w⟫_ℝ + 1) :=
      ⟨⟪w, A s - b⟫_ℝ / (⟪w, A w⟫_ℝ + 1), by field_simp⟩
    have h := hmin (s + (-k) • w) (S.add_mem hs (S.smul_mem _ hw))
    rw [energy_add hA.symm, map_smul, real_inner_smul_left, real_inner_smul_left,
      real_inner_smul_right, hk] at h
    have hk2 : k ^ 2 = 0 := by
      nlinarith [sq_nonneg k, mul_nonneg (sq_nonneg k) hq]
    have hk0 : k = 0 := pow_eq_zero_iff (two_ne_zero) |>.1 hk2
    rw [hk, hk0, zero_mul]
  · rintro ⟨hs, hgrad⟩
    refine ⟨hs, fun v hv => ?_⟩
    have h := energy_add hA.symm b s (v - s)
    rw [add_sub_cancel, hgrad _ (S.sub_mem hv hs)] at h
    linarith [hA.nonneg (v - s)]
```

## (d) Energy above the minimum

Let $A$ be positive definite and $s$ a minimizer on $S$. Show for $v\in S$ that
$$E(v)-E(s)=\tfrac12\langle v-s,A(v-s)\rangle .$$

**Solution.** Use (b) with $w=v-s$. This $w$ lies in $S$, so (c) removes the gradient term.

```lean
/-- For a positive definite Hessian, the energy of a potential in `S` above the minimum on `S`
is half its squared `A`-distance from the minimizer. -/
theorem energy_gap (hA : IsPosDef A) (hs : IsMinimizerOn A b S s) (hv : v ∈ S) :
    energy A b v - energy A b s = ⟪v - s, A (v - s)⟫_ℝ / 2 := by
  have h := energy_add hA.symm b s (v - s)
  rw [add_sub_cancel, ((isMinimizerOn_iff hA).1 hs).2 _ (S.sub_mem hv hs.1)] at h
  linarith
```

## (e) One minimizer in every subspace

For finite-dimensional $V$ and positive definite $A$, show that
$$\exists!\,s\in S:\quad E(s)\le E(v)\ \text{ for all } v\in S .$$

**Solution.** Define $T:S\to S^*$ by $(Tx)(y)=\langle Ax,y\rangle$. If $Tx=0$, then $\langle x,Ax\rangle=0$, so $x=0$. Thus $T$ is injective (`inj`) and, as $\dim S=\dim S^*$, surjective (`surj`). Some $s\in S$ therefore satisfies $\langle As,w\rangle=\langle b,w\rangle$ for all $w\in S$, which is the projected equation of (c).

If $t\ne s$ were another minimizer, (d) would give $E(t)-E(s)=\tfrac12\langle t-s,A(t-s)\rangle>0$, contradicting $E(t)\le E(s)$.

```lean
/-- In a finite-dimensional space of potentials with positive definite Hessian, every subspace
contains exactly one energy minimizer. -/
theorem existsUnique_minimizer [FiniteDimensional ℝ V] (hA : IsPosDef A) (b : V)
    (S : Submodule ℝ V) : ∃! s, IsMinimizerOn A b S s := by
  -- the Hessian restricted to S, as a map from S to its dual
  let T : S →ₗ[ℝ] Module.Dual ℝ S :=
    S.subtype.dualMap ∘ₗ (innerₗ V) ∘ₗ A ∘ₗ S.subtype
  have hT : ∀ x y : S, T x y = ⟪A (x : V), (y : V)⟫_ℝ := fun _ _ => rfl
  have inj : Function.Injective T := (injective_iff_map_eq_zero T).2 fun x hx => by
    by_contra h0
    have h1 := hA.pos (x : V) (fun h => h0 (Subtype.ext h))
    have h2 := hT x x
    rw [hx, LinearMap.zero_apply, real_inner_comm] at h2
    linarith
  have surj : Function.Surjective T :=
    (LinearMap.injective_iff_surjective_of_finrank_eq_finrank
      (Subspace.dual_finrank_eq).symm).1 inj
  obtain ⟨s, hs⟩ := surj (S.subtype.dualMap (innerₗ V b))
  have hmin : IsMinimizerOn A b S (s : V) := by
    refine (isMinimizerOn_iff hA).2 ⟨s.2, fun w hw => ?_⟩
    have h : ⟪A (s : V), w⟫_ℝ = ⟪b, w⟫_ℝ := LinearMap.congr_fun hs ⟨w, hw⟩
    have h' : ⟪w, A (s : V) - b⟫_ℝ = ⟪A (s : V) - b, w⟫_ℝ := real_inner_comm _ _
    rw [h', inner_sub_left, h, sub_self]
  refine ⟨s, hmin, fun t ht => ?_⟩
  -- two minimizers have equal energy, hence zero A-distance
  by_contra hne
  have h1 := hA.pos (t - s) (sub_ne_zero.2 hne)
  have h2 := energy_gap hA hmin ht.1
  have h3 := ht.2 s s.2
  linarith
```

## (f) The softest direction bounds the curvature

For symmetric $A$ with lowest eigenvalue $l$, show that
$$l\,\|v\|^2\le\langle v,Av\rangle .$$

**Solution.** Take an orthonormal eigenbasis $e_i$ with $Ae_i=m_ie_i$. Since $m_i\ge l$,
$$\langle v,Av\rangle=\sum_i m_i\langle e_i,v\rangle^2\ge l\sum_i\langle e_i,v\rangle^2=l\,\|v\|^2 .$$
`Finset.sum_le_sum` makes the comparison term by term.

```lean
/-- In a finite-dimensional space of potentials, the curvature of a symmetric Hessian along any
potential is at least its lowest eigenvalue times the squared norm of the potential. -/
theorem lowest_eigenvalue_le [FiniteDimensional ℝ V] (hA : A.IsSymmetric)
    (hl : IsLowestEigenvalue A l) (v : V) : l * ‖v‖ ^ 2 ≤ ⟪v, A v⟫_ℝ := by
  obtain ⟨e, he⟩ : ∃ e : OrthonormalBasis (Fin (Module.finrank ℝ V)) ℝ V,
      ∀ i, ∃ m : ℝ, A (e i) = m • e i :=
    ⟨hA.eigenvectorBasis rfl, fun i => ⟨_, hA.apply_eigenvectorBasis rfl i⟩⟩
  choose m hm using he
  -- expand both sides in the eigenbasis and compare term by term
  rw [← real_inner_self_eq_norm_sq, ← e.sum_inner_mul_inner v v,
    ← e.sum_inner_mul_inner v (A v), Finset.mul_sum]
  refine Finset.sum_le_sum fun i _ => ?_
  have hle : l ≤ m i := hl.2 ⟨e i, e.orthonormal.ne_zero i, hm i⟩
  have h1 : ⟪e i, A v⟫_ℝ = m i * ⟪e i, v⟫_ℝ := by
    rw [← hA (e i) v, hm i, real_inner_smul_left]
  have h2 : ⟪v, e i⟫_ℝ = ⟪e i, v⟫_ℝ := real_inner_comm _ _
  rw [h1, h2]
  nlinarith [mul_le_mul_of_nonneg_right hle (mul_self_nonneg ⟪e i, v⟫_ℝ)]
```

## (g) From energy error to potential error

For positive definite $A$ and any $v\in V$, show that
$$\|v-u\|^2\le\frac{2\,(E(v)-E(u))}{l} .$$

**Solution.** An eigenvector $w\neq0$ for $l$ gives $l\|w\|^2=\langle w,Aw\rangle>0$, so $l>0$. By (f), and by (d) on the whole space,
$$l\,\|v-u\|^2\le\langle v-u,A(v-u)\rangle=2\,(E(v)-E(u)) .$$
Divide by $l$.

```lean
/-- In a finite-dimensional space of potentials, for a positive definite Hessian with lowest
eigenvalue `l`, the squared error of any potential `v` is at most twice its energy error divided by
`l`. -/
theorem potential_error_le [FiniteDimensional ℝ V] (hA : IsPosDef A)
    (hl : IsLowestEigenvalue A l) (hu : IsMinimizerOn A b ⊤ u) (v : V) :
    ‖v - u‖ ^ 2 ≤ 2 * (energy A b v - energy A b u) / l := by
  have hl0 : 0 < l := by
    obtain ⟨w, hw, hAw⟩ := hl.1
    have h := hA.pos w hw
    rw [hAw, real_inner_smul_right] at h
    exact pos_of_mul_pos_left h real_inner_self_nonneg
  rw [le_div_iff₀ hl0, energy_gap hA hu Submodule.mem_top]
  linarith [lowest_eigenvalue_le hA.symm hl (v - u)]
```

## (h) The finite-basis potential

Under the same hypotheses, show that $S$ has a unique minimizer $s$, and that
$$\|s-u\|_A<\|v-u\|_A\quad(v\in S,\ v\ne s),\qquad \|s-u\|^2\le\frac{2\,(E(s)-E(u))}{l} .$$

**Solution.** Part (e) supplies $s$, and (g) with $v=s$ gives the bound. For $v\in S$ with $v\neq s$, (d) gives $E(v)>E(s)$. Applied on the whole space, it also gives
$$\tfrac12\|v-u\|_A^2=E(v)-E(u)>E(s)-E(u)=\tfrac12\|s-u\|_A^2 .$$
Taking roots (`Real.sqrt_lt_sqrt`) finishes the argument. The theorem takes $u$ as given (`hu`); (e) with $S=V$ guarantees that it exists.

```lean
/-- Finite-basis OEP in a finite-dimensional space of potentials with positive definite Hessian: the
subspace `S` has a unique energy minimizer `s`, which is the unique point of `S` closest to the full
minimizer `u` in the `A`-norm, and its squared error is at most twice the energy error over the
lowest eigenvalue. -/
theorem finite_basis_oep [FiniteDimensional ℝ V] (hA : IsPosDef A)
    (hl : IsLowestEigenvalue A l) (hu : IsMinimizerOn A b ⊤ u) (S : Submodule ℝ V) :
    ∃ s, IsMinimizerOn A b S s ∧ (∀ t, IsMinimizerOn A b S t → t = s) ∧
      (∀ v ∈ S, v ≠ s → aNorm A (s - u) < aNorm A (v - u)) ∧
      ‖s - u‖ ^ 2 ≤ 2 * (energy A b s - energy A b u) / l := by
  obtain ⟨s, hs, huniq⟩ := existsUnique_minimizer hA b S
  refine ⟨s, hs, huniq, fun v hv hne => ?_, potential_error_le hA hl hu s⟩
  -- A-distances to u are ordered as the energies are
  have h1 := energy_gap hA hs hv
  have h2 := hA.pos (v - s) (sub_ne_zero.2 hne)
  have h3 := energy_gap hA hu (Submodule.mem_top (x := s))
  have h4 := energy_gap hA hu (Submodule.mem_top (x := v))
  exact Real.sqrt_lt_sqrt (hA.nonneg _) (by linarith)
```

## (i) A case of equality

Let $A$ be positive definite, $Aw=lw$, $w\perp S$, $s\in S$ and $b=A(s+w)$. Here $l$ may be any eigenvalue. Show that $s+w$ minimizes $E$ on $V$, that $s$ minimizes it on $S$, and that
$$E(s)-E(s+w)=\tfrac l2\,\|s-(s+w)\|^2 .$$

**Solution.** The gradient at $s+w$ is zero. At $s$ it is $As-b=-lw$, which is orthogonal to $S$. Both minimizer claims follow from (c), and (d) on the whole space gives the gap $\tfrac12\langle -w,A(-w)\rangle=\tfrac l2\|w\|^2$.

If $l$ is the lowest eigenvalue, the bound in (h) is attained: an energy error $\varepsilon$ then goes with a potential error $\sqrt{2\varepsilon/l}$. For finite-basis exact-exchange OEP, as far as the quadratic model holds, a small energy error from the potential basis is thus weak evidence for an accurate potential when $l$ is small.

```lean
/-- Let `A` be positive definite, `A w = l w`, and `w` orthogonal to `S`. For `s` in `S` and
`b = A (s + w)`, the full minimizer is `s + w`, the minimizer on `S` is `s`, and the energy error is
exactly `l / 2` times the squared potential error. -/
theorem error_bound_sharp (hA : IsPosDef A) (hw : A w = l • w)
    (hS : ∀ v ∈ S, ⟪v, w⟫_ℝ = 0) (hs : s ∈ S) :
    IsMinimizerOn A (A (s + w)) ⊤ (s + w) ∧ IsMinimizerOn A (A (s + w)) S s ∧
      energy A (A (s + w)) s - energy A (A (s + w)) (s + w)
        = l / 2 * ‖s - (s + w)‖ ^ 2 := by
  have hu : IsMinimizerOn A (A (s + w)) ⊤ (s + w) :=
    (isMinimizerOn_iff hA).2 ⟨Submodule.mem_top, fun v _ => by rw [sub_self, inner_zero_right]⟩
  refine ⟨hu, (isMinimizerOn_iff hA).2 ⟨hs, fun v hv => ?_⟩, ?_⟩
  · rw [map_add, sub_add_cancel_left, hw, inner_neg_right, real_inner_smul_right,
      hS v hv, mul_zero, neg_zero]
  · rw [energy_gap hA hu Submodule.mem_top, sub_add_cancel_left, map_neg, hw,
      inner_neg_neg, real_inner_smul_right, norm_neg, real_inner_self_eq_norm_sq]
    ring

end

end FiniteBasisOEP
```

```lean
#print axioms FiniteBasisOEP.finite_basis_oep
#print axioms FiniteBasisOEP.error_bound_sharp
```

```
'FiniteBasisOEP.finite_basis_oep' depends on axioms: [propext, Classical.choice, Quot.sound]
'FiniteBasisOEP.error_bound_sharp' depends on axioms: [propext, Classical.choice, Quot.sound]
```
